# Recovering a spin matrix from its integral kernel with the spin functions exp(is) and exp(−is)

When a quantum Monte Carlo calculation samples an electron's spin as a continuous variable, a spin-orbit effective core potential has to act on the trial function at a sampled spin value s. The 2×2 spin matrix A is then replaced by a kernel K(s,t), and its action becomes an integral over a second spin value t. For the replacement to be sound, K must have the same matrix elements as A. For the spin functions u_0(s) = exp(is) and u_1(s) = exp(−is) and the kernel

K(s,t) = Σ_ab A_ab u_a(s) conj(u_b(t))

the statement to be shown is

(1/4π²) ∫₀^{2π} ds ∫₀^{2π} dt conj(u_a(s)) K(s,t) u_b(t) = A_ab.

It concerns the spin factor of one electron and holds for every complex A, Hermitian or not. The argument is the same for any finite set of plane waves with distinct integer frequencies, so it is carried out for a finite index set `ι`.

```lean
import Mathlib

open Matrix
open scoped Real ComplexConjugate

namespace ContinuousSpinKernel

noncomputable section

variable {ι : Type*} [Fintype ι]
```

## Plane waves in the spin variable

The variable s is an auxiliary coordinate, not a measured angle. Each basis spin state is represented by a plane wave of integer frequency n, which has period 2π:

exp(i n s).

```lean
/-- The spin function `exp(i n s)` of integer frequency `n` in the continuous spin variable `s`. -/
def spinWave (n : ℤ) (s : ℝ) : ℂ := Complex.exp (n * s * Complex.I)
```

A spin state with coefficients c_a becomes a function of s. With k_a the frequency that belongs to the label a, and u_a(s) = exp(i k_a s), it is

ψ_c(s) = Σ_a c_a u_a(s).

```lean
/-- The superposition of spin functions with frequencies `k a` and coefficients `c a`. -/
def spinor (k : ι → ℤ) (c : ι → ℂ) (s : ℝ) : ℂ := ∑ a, c a * spinWave (k a) s
```

A spin matrix A becomes a function of two spin variables:

K_A(s,t) = Σ_a Σ_b A_ab u_a(s) conj(u_b(t)).

```lean
/-- The integral kernel `K(s,t)` that represents the spin matrix `A` in the continuous
spin variable. -/
def spinKernel (k : ι → ℤ) (A : Matrix ι ι ℂ) (s t : ℝ) : ℂ :=
  ∑ a, ∑ b, A a b * spinWave (k a) s * conj (spinWave (k b) t)
```

In Lean, u_a is `spinWave (k a)`, ψ_c is `spinor k c` and K_A is `spinKernel k A`. None of the three definitions requires the frequencies to be distinct. That condition enters later as the hypothesis `Function.Injective k`, which says that different spin labels have different functions of s.

## Orthogonality over one period

Since s and n are real, conjugation only changes the sign of the exponent:

conj(exp(i n s)) = exp(−i n s).

```lean
/-- Complex conjugation of a spin function reverses its frequency. -/
theorem conj_spinWave (n : ℤ) (s : ℝ) : conj (spinWave n s) = spinWave (-n) s := by
  rw [spinWave, spinWave, ← Complex.exp_conj]
  congr 1
  simp
```

For n = 0 the integrand is 1 and the integral over a period is 2π. For n ≠ 0,

∫₀^{2π} exp(i n s) ds = (exp(2πi n) − 1)/(i n) = 0,

because exp(2πi n) = 1 for an integer n.

```lean
/-- Over one period a spin function integrates to `2π` if its frequency is zero, and to zero
otherwise. -/
theorem integral_spinWave (n : ℤ) :
    ∫ s in (0 : ℝ)..(2 * π), spinWave n s = if n = 0 then 2 * (π : ℂ) else 0 := by
  split_ifs with hn
  · subst hn
    simp [spinWave]
  · have hc : (n : ℂ) * Complex.I ≠ 0 :=
      mul_ne_zero (Int.cast_ne_zero.mpr hn) Complex.I_ne_zero
    have h : ∀ s : ℝ, spinWave n s = Complex.exp ((n * Complex.I) * s) := by
      intro s
      rw [spinWave]
      congr 1
      ring
    have e : Complex.exp ((n * Complex.I) * ((2 * π : ℝ) : ℂ)) = 1 :=
      Complex.exp_eq_one_iff.mpr ⟨n, by push_cast; ring⟩
    simp_rw [h]
    rw [integral_exp_mul_complex hc, e]
    simp
```

The proof splits into the same two cases. In the second, `hc` supplies in ≠ 0, which the antiderivative needs, and `e` is the periodicity.

Now take coefficients d_b and x_c, multiply out and integrate term by term:

∫₀^{2π} (Σ_b d_b conj(u_b(t))) (Σ_c x_c u_c(t)) dt
= Σ_b Σ_c d_b x_c ∫₀^{2π} exp(i(k_c − k_b)t) dt
= 2π Σ_b d_b x_b.

Only c = b survives, since distinct labels have distinct frequencies.

```lean
/-- For distinct frequencies, integrating a linear combination of conjugated spin functions against
a spinor gives `2π` times the sum of the products of their coefficients. -/
theorem integral_pairing {k : ι → ℤ} (hk : Function.Injective k) (d x : ι → ℂ) :
    ∫ t in (0 : ℝ)..(2 * π), (∑ b, d b * conj (spinWave (k b) t)) * spinor k x t
      = 2 * π * ∑ b, d b * x b := by
  have hmul : ∀ (m n : ℤ) (t : ℝ),
      conj (spinWave m t) * spinWave n t = spinWave (n - m) t := by
    intro m n t
    rw [conj_spinWave, spinWave, spinWave, spinWave, ← Complex.exp_add]
    congr 1
    push_cast
    ring
  have h : ∀ t : ℝ, (∑ b, d b * conj (spinWave (k b) t)) * spinor k x t
      = ∑ b, ∑ c, (d b * x c) * spinWave (k c - k b) t := by
    intro t
    rw [spinor, Finset.sum_mul_sum]
    refine Finset.sum_congr rfl fun b _ => Finset.sum_congr rfl fun c _ => ?_
    rw [← hmul]
    ring
  have hcont : ∀ n : ℤ, Continuous (spinWave n) := by
    intro n
    unfold spinWave
    fun_prop
  have hterm : ∀ b c, Continuous fun t => (d b * x c) * spinWave (k c - k b) t :=
    fun b c => continuous_const.mul (hcont _)
  simp_rw [h]
  rw [intervalIntegral.integral_finsetSum fun b _ =>
    (continuous_finsetSum _ fun c _ => hterm b c).intervalIntegrable _ _, Finset.mul_sum]
  refine Finset.sum_congr rfl fun b _ => ?_
  rw [intervalIntegral.integral_finsetSum fun c _ => (hterm b c).intervalIntegrable _ _]
  simp_rw [intervalIntegral.integral_const_mul, integral_spinWave]
  -- only equal frequencies survive
  rw [Finset.sum_eq_single b]
  · rw [if_pos (sub_self _)]
    ring
  · intro c _ hc
    rw [if_neg (fun h0 => hc (hk (sub_eq_zero.mp h0))), mul_zero]
  · intro hb
    exact absurd (Finset.mem_univ b) hb
```

The coefficients d_b are not conjugated, so the right-hand side is a plain sum of products. In the proof, `hmul` combines two exponentials, `h` expands the product, and continuity justifies exchanging the finite sums with the integral. `Finset.sum_eq_single b` then keeps the term c = b, and injectivity removes the others.

The functions u_a are therefore orthogonal with squared norm 2π, and the normalised spin functions are u_a/√(2π). The code keeps the unnormalised ones, which is why each spin integral below brings a factor 2π.

## The kernel acts as the matrix

For fixed s, group the kernel by its second index:

K_A(s,t) = Σ_b d_b conj(u_b(t)), with d_b = Σ_a A_ab u_a(s).

The pairing formula then gives

∫₀^{2π} K_A(s,t) ψ_x(t) dt = 2π Σ_b Σ_a A_ab u_a(s) x_b = 2π Σ_a (Ax)_a u_a(s) = 2π ψ_{Ax}(s).

```lean
/-- For distinct frequencies, integrating the kernel of `A` against a spinor multiplies its
coefficient vector by `A`, with a factor `2π`. -/
theorem spinKernel_action {k : ι → ℤ} (hk : Function.Injective k) (A : Matrix ι ι ℂ)
    (x : ι → ℂ) (s : ℝ) :
    ∫ t in (0 : ℝ)..(2 * π), spinKernel k A s t * spinor k x t
      = 2 * π * spinor k (A *ᵥ x) s := by
  have h : ∀ t, spinKernel k A s t
      = ∑ b, (∑ a, A a b * spinWave (k a) s) * conj (spinWave (k b) t) := by
    intro t
    rw [spinKernel, Finset.sum_comm]
    simp_rw [Finset.sum_mul]
  simp_rw [h]
  refine (integral_pairing hk (fun b => ∑ a, A a b * spinWave (k a) s) x).trans ?_
  congr 1
  simp only [spinor, Matrix.mulVec, dotProduct, Finset.sum_mul]
  rw [Finset.sum_comm]
  refine Finset.sum_congr rfl fun a _ => Finset.sum_congr rfl fun b _ => ?_
  ring
```

Here `A *ᵥ x` is the matrix-vector product Ax. With the normalised measure dt/2π, integrating against the kernel is exactly multiplication of the spin coefficients by A.

## The double integral returns one entry

The function u_b is the superposition whose coefficient vector is the unit vector e_b, and A e_b is column b of A. The integral over t is therefore

∫₀^{2π} conj(u_a(s)) K_A(s,t) u_b(t) dt = 2π conj(u_a(s)) Σ_c A_cb u_c(s).

Integrating over s picks out c = a:

∫₀^{2π} 2π conj(u_a(s)) Σ_c A_cb u_c(s) ds = 4π² A_ab.

Division by 4π² leaves A_ab.

```lean
/-- For distinct frequencies, the normalised double spin integral of the kernel between two
spin functions is the corresponding entry of the spin matrix. -/
theorem spinKernel_matrixElement {k : ι → ℤ} (hk : Function.Injective k)
    (A : Matrix ι ι ℂ) (a b : ι) :
    1 / (4 * (π : ℂ) ^ 2) * ∫ s in (0 : ℝ)..(2 * π), ∫ t in (0 : ℝ)..(2 * π),
      conj (spinWave (k a) s) * spinKernel k A s t * spinWave (k b) t = A a b := by
  classical
  have hb : ∀ t, spinWave (k b) t = spinor k (Pi.single b 1) t := by
    intro t
    simp [spinor, Pi.single_apply]
  have hx : A *ᵥ Pi.single b 1 = fun c => A c b := by
    ext c
    simp [Matrix.mulVec, dotProduct, Pi.single_apply]
  -- the integral over `t` selects column `b`
  have hin : ∀ s : ℝ, ∫ t in (0 : ℝ)..(2 * π),
      conj (spinWave (k a) s) * spinKernel k A s t * spinWave (k b) t
      = 2 * π * (conj (spinWave (k a) s) * spinor k (fun c => A c b) s) := by
    intro s
    simp_rw [hb, mul_assoc (conj (spinWave (k a) s))]
    rw [intervalIntegral.integral_const_mul, spinKernel_action hk, hx]
    ring
  -- the integral over `s` selects row `a`
  have ho := integral_pairing hk (Pi.single a 1) (fun c => A c b)
  simp only [Pi.single_apply, ite_mul, one_mul, zero_mul, Finset.sum_ite_eq',
    Finset.mem_univ, if_true] at ho
  simp_rw [hin]
  rw [intervalIntegral.integral_const_mul, ho]
  have hpi : (π : ℂ) ≠ 0 := Complex.ofReal_ne_zero.mpr Real.pi_ne_zero
  have h4 : 4 * (π : ℂ) ^ 2 ≠ 0 := mul_ne_zero (by norm_num) (pow_ne_zero 2 hpi)
  rw [one_div, inv_mul_eq_div, div_eq_iff h4]
  ring
```

The unit vector is `Pi.single b 1`, and `hx` identifies its image as column b. The inner integral is `hin` and the outer one is `ho`; the last lines cancel 4π². The theorem is stated with iterated integrals, t inside and s outside. For these continuous integrands that is the integral over the square.

For spin 1/2 the frequencies are k = (1, −1):

u_0(s) = exp(is), u_1(s) = exp(−is).

They are distinct, so the general formula applies.

```lean
/-- The spin-1/2 case: with `exp(is)` and `exp(-is)` as spin functions, the normalised double
integral returns every entry of a complex 2×2 matrix. -/
theorem spinHalf_matrixElement (A : Matrix (Fin 2) (Fin 2) ℂ) (u : Fin 2 → ℝ → ℂ)
    (h0 : ∀ s, u 0 s = Complex.exp (Complex.I * s))
    (h1 : ∀ s, u 1 s = Complex.exp (-(Complex.I * s))) (a b : Fin 2) :
    1 / (4 * (π : ℂ) ^ 2) * ∫ s in (0 : ℝ)..(2 * π), ∫ t in (0 : ℝ)..(2 * π),
      conj (u a s) * (∑ c, ∑ d, A c d * u c s * conj (u d t)) * u b t = A a b := by
  have h : ∀ c s, u c s = spinWave ((![1, -1] : Fin 2 → ℤ) c) s := by
    intro c s
    fin_cases c
    · simp [h0, spinWave, mul_comm]
    · simp [h1, spinWave, mul_comm]
  simp_rw [h]
  exact spinKernel_matrixElement (k := ![1, -1]) (by decide) A a b
```

This statement can be read without the earlier definitions: `u` is any pair of functions that satisfies the two explicit formulas `h0` and `h1`, and the kernel is written out as a double sum. Lean counts the two spin states as 0 and 1. The proof identifies `u` with the plane waves of frequencies `![1, -1]`, and `decide` confirms that these differ.

## Products and Hermitian kernels

Two spin operators applied in succession correspond to two kernels joined by an integral over an intermediate spin r. For fixed t, put v_d = conj(u_d(t)). Then K_B(r,t) = ψ_{Bv}(r), and

∫₀^{2π} K_A(s,r) K_B(r,t) dr = 2π ψ_{ABv}(s) = 2π K_{AB}(s,t).

```lean
/-- For distinct frequencies, composing two spin kernels through an intermediate spin variable gives
the kernel of the matrix product, with a factor `2π`. -/
theorem spinKernel_comp {k : ι → ℤ} (hk : Function.Injective k) (A B : Matrix ι ι ℂ)
    (s t : ℝ) :
    ∫ r in (0 : ℝ)..(2 * π), spinKernel k A s r * spinKernel k B r t
      = 2 * π * spinKernel k (A * B) s t := by
  have h : ∀ (M : Matrix ι ι ℂ) (r : ℝ), spinKernel k M r t
      = spinor k (M *ᵥ fun d => conj (spinWave (k d) t)) r := by
    intro M r
    simp only [spinKernel, spinor, Matrix.mulVec, dotProduct, Finset.sum_mul]
    refine Finset.sum_congr rfl fun a _ => Finset.sum_congr rfl fun b _ => ?_
    ring
  simp_rw [h B]
  rw [spinKernel_action hk, Matrix.mulVec_mulVec, h (A * B)]
```

The auxiliary statement `h` reads the kernel as a superposition in its first variable, after which the action formula does the integration.

For the adjoint, conjugate the kernel and exchange its arguments:

conj(K_A(t,s)) = Σ_ab conj(A_ab) u_b(s) conj(u_a(t)) = K_{A†}(s,t).

If A† = A, the kernel satisfies K_A(s,t) = conj(K_A(t,s)). Conversely, if that symmetry holds for all s and t, then K_{A†} = K_A. The two kernels have equal double integrals, and so A† = A.

```lean
/-- For distinct frequencies, the spin kernel is Hermitian under exchange of its two spin
variables exactly when the spin matrix is Hermitian. -/
theorem spinKernel_hermitian_iff {k : ι → ℤ} (hk : Function.Injective k)
    (A : Matrix ι ι ℂ) :
    (∀ s t, spinKernel k A s t = conj (spinKernel k A t s)) ↔ A.IsHermitian := by
  have hc : ∀ s t, spinKernel k Aᴴ s t = conj (spinKernel k A t s) := by
    intro s t
    simp only [spinKernel, map_sum, map_mul, Complex.conj_conj,
      Matrix.conjTranspose_apply, Complex.star_def]
    rw [Finset.sum_comm]
    refine Finset.sum_congr rfl fun a _ => Finset.sum_congr rfl fun b _ => ?_
    ring
  constructor
  · intro h
    have hK : spinKernel k Aᴴ = spinKernel k A := by
      funext s t
      rw [hc, ← h]
    -- equal kernels have equal matrix elements
    refine Matrix.ext fun a b => ?_
    have h1 := spinKernel_matrixElement hk Aᴴ a b
    rw [hK] at h1
    exact h1.symm.trans (spinKernel_matrixElement hk A a b)
  · intro h s t
    rw [← hc, h.eq]
```

The displayed identity is `hc`. The converse applies `spinKernel_matrixElement` to both `Aᴴ`, which is A†, and `A`.

## The spin-orbit kernel in sines and cosines

Let L have components x, y, z. In the usual Pauli matrices,

L·σ = [[z, x − iy], [x + iy, −z]].

Inserting this matrix into the kernel gives

K(s,t) = z exp(i(s−t)) − z exp(−i(s−t)) + (x − iy) exp(i(s+t)) + (x + iy) exp(−i(s+t)).

The first two terms add up to 2iz sin(s−t). In the last two, x multiplies 2 cos(s+t), while y multiplies −i · 2i sin(s+t) = 2 sin(s+t). Hence

K(s,t) = 2iz sin(s−t) + 2x cos(s+t) + 2y sin(s+t).

```lean
/-- The spin-1/2 kernel of the spin-orbit matrix `L·σ`, for given complex components
`x, y, z` of `L`, in terms of sines and cosines of the spin variables. -/
theorem spinOrbit_kernel (x y z : ℂ) (s t : ℝ) :
    spinKernel ![1, -1] !![z, x - Complex.I * y; x + Complex.I * y, -z] s t
      = 2 * Complex.I * z * Complex.sin (s - t) + 2 * x * Complex.cos (s + t)
        + 2 * y * Complex.sin (s + t) := by
  have h : ∀ (m n : ℤ) (θ : ℂ), (m : ℂ) * s - n * t = θ →
      spinWave m s * conj (spinWave n t) = Complex.cos θ + Complex.sin θ * Complex.I := by
    intro m n θ hθ
    rw [conj_spinWave, spinWave, spinWave, ← Complex.exp_add, ← Complex.exp_mul_I, ← hθ]
    congr 1
    push_cast
    ring
  have e1 := h 1 1 (s - t) (by push_cast; ring)
  have e2 := h (-1) (-1) (-(s - t)) (by push_cast; ring)
  have e3 := h 1 (-1) (s + t) (by push_cast; ring)
  have e4 := h (-1) 1 (-(s + t)) (by push_cast; ring)
  rw [Complex.cos_neg, Complex.sin_neg] at e2 e4
  have hK : spinKernel ![1, -1] !![z, x - Complex.I * y; x + Complex.I * y, -z] s t
      = (z * spinWave 1 s * conj (spinWave 1 t)
          + (x - Complex.I * y) * spinWave 1 s * conj (spinWave (-1) t))
        + ((x + Complex.I * y) * spinWave (-1) s * conj (spinWave 1 t)
          + -z * spinWave (-1) s * conj (spinWave (-1) t)) := by
    simp [spinKernel, Fin.sum_univ_two]
  rw [hK]
  linear_combination z * e1 - z * e2 + (x - Complex.I * y) * e3
    + (x + Complex.I * y) * e4 - 2 * y * Complex.sin (s + t) * Complex.I_sq

end

end ContinuousSpinKernel
```

In the proof, `h` is Euler's formula for a product of two spin functions, and `e1` to `e4` are its four instances. `hK` writes out the sum over the matrix, and `linear_combination` collects the terms, using i² = −1 for the y part.

The components x, y, z are complex numbers here, such as matrix elements of the orbital angular momentum between two fixed orbital functions. They are not operators acting on the electron's position. For real x, y, z the matrix is Hermitian, and the kernel has the symmetry shown above. With the normalised measure, the matrix L·σ, which is twice L·S in units of ħ, acts on the spin factor ψ of a one-electron trial function as

(1/2π) ∫₀^{2π} K(s,t) ψ(t) dt,

where ψ is a superposition of exp(it) and exp(−it). The radial potential, the angular projectors and the error of evaluating the t integral numerically do not enter the model.

```lean
#print axioms ContinuousSpinKernel.spinKernel_matrixElement
-- 'ContinuousSpinKernel.spinKernel_matrixElement' depends on axioms: [propext, Classical.choice, Quot.sound]
#print axioms ContinuousSpinKernel.spinHalf_matrixElement
-- 'ContinuousSpinKernel.spinHalf_matrixElement' depends on axioms: [propext, Classical.choice, Quot.sound]
#print axioms ContinuousSpinKernel.spinKernel_hermitian_iff
-- 'ContinuousSpinKernel.spinKernel_hermitian_iff' depends on axioms: [propext, Classical.choice, Quot.sound]
#print axioms ContinuousSpinKernel.spinOrbit_kernel
-- 'ContinuousSpinKernel.spinOrbit_kernel' depends on axioms: [propext, Classical.choice, Quot.sound]
```
